# Divergence of −K/[4ωaωb(ωc² − (ωb − ωa)²)] at nonzero coupling K as ωc approaches |ωb − ωa|

The declaration concerns the explicit expression −K/[4ωaωb(ωc² − (ωb − ωa)²)], with a fixed nonzero complex coupling K and fixed positive real frequencies ωa and ωb. It states that the modulus of this expression grows without bound as ωc tends to |ωb − ωa| through positive values different from |ωb − ωa|. The formula is taken as a definition and is not derived from a Hamiltonian. The attempt shows that the reciprocal of the modulus tends to zero through positive values, and then inverts that limit.

As first written in Lean, the proof fails:

```lean
import Mathlib

open Filter Topology

namespace SpuriousResidueDiverges

noncomputable section

/-- The expression `-K / (4 ωa ωb (ωc² - (ωb - ωa)²))`, for nonzero `ωa`, `ωb` and
`ωc² ≠ (ωb - ωa)²`. -/
def spuriousResidue (K : ℂ) (ωa ωb ωc : ℝ) : ℂ :=
  -K / (4 * (ωa : ℂ) * ωb * ((ωc : ℂ) ^ 2 - ((ωb : ℂ) - ωa) ^ 2))

/-- For positive `ωc` different from `|ωb - ωa|`, the detuning `ωc² - (ωb - ωa)²` is nonzero. -/
theorem detuning_ne_zero {ωa ωb ωc : ℝ} (hc : 0 < ωc) (hne : ωc ≠ |ωb - ωa|) :
    (ωc : ℂ) ^ 2 - ((ωb : ℂ) - ωa) ^ 2 ≠ 0 := by
  intro h
  have h' : ωc ^ 2 - (ωb - ωa) ^ 2 = 0 := by exact_mod_cast h
  have habs := (sq_eq_sq_iff_abs_eq_abs ωc (ωb - ωa)).1 (by linarith)
  rw [abs_of_pos hc] at habs
  exact hne habs

/-- For nonzero coupling and positive `ωa`, `ωb`, the modulus of `spuriousResidue` diverges as
`ωc` tends to `|ωb - ωa|` through positive values different from it. -/
theorem spuriousResidue_diverges {K : ℂ} (hK : K ≠ 0) {ωa ωb : ℝ} (ha : 0 < ωa)
    (hb : 0 < ωb) :
    Tendsto (fun ωc : ℝ => ‖spuriousResidue K ωa ωb ωc‖)
      (𝓝[{w | 0 < w ∧ w ≠ |ωb - ωa|}] |ωb - ωa|) atTop := by
  have ha' : (ωa : ℂ) ≠ 0 := by exact_mod_cast ha.ne'
  have hb' : (ωb : ℂ) ≠ 0 := by exact_mod_cast hb.ne'
  have hsq : ((|ωb - ωa| : ℝ) : ℂ) ^ 2 = ((ωb : ℂ) - ωa) ^ 2 := by
    exact_mod_cast sq_abs (ωb - ωa)
  -- the reciprocal modulus tends to zero from above
  have hg : Tendsto
      (fun w : ℝ => ‖4 * (ωa : ℂ) * ωb * ((w : ℂ) ^ 2 - ((ωb : ℂ) - ωa) ^ 2) / K‖)
      (𝓝[{w | 0 < w ∧ w ≠ |ωb - ωa|}] |ωb - ωa|) (𝓝[>] 0) := by
    refine tendsto_nhdsWithin_iff.2 ⟨(Continuous.tendsto' (by fun_prop) _ _ (by
      simp only [hsq, sub_self, mul_zero, zero_div, norm_zero])).mono_left
        nhdsWithin_le_nhds, ?_⟩
    filter_upwards [self_mem_nhdsWithin] with w hw
    exact norm_pos_iff.2 (div_ne_zero (mul_ne_zero (mul_ne_zero
      (mul_ne_zero four_ne_zero ha') hb') (detuning_ne_zero hw.1 hw.2)) hK)
  refine (tendsto_inv_nhdsGT_zero.comp hg).congr fun w => ?_
  simp only [Function.comp_apply, spuriousResidue]
  rw [norm_div, norm_div, norm_neg, inv_div]

end

end SpuriousResidueDiverges
```

The error:

```
Main.lean:42:19: error(lean.synthInstanceFailed): failed to synthesize instance of type class
  NeZero 4

Hint: Type class instance resolution failures can be inspected with the `set_option trace.Meta.synthInstance true` command.
```

Diagnosis. To show that the reciprocal modulus is positive, the proof must show that each factor of 4ωaωb(ωc² − (ωb − ωa)²) is nonzero, and K too. For the factor 4 it uses `four_ne_zero`, which takes the fact that 4 is nonzero from a type-class instance, `NeZero 4`. The error says that Lean could not find this instance at that place. The message doesn't print the type of the 4 or show where the search broke down, so it doesn't settle why the instance was not found. The mathematical claim is sound, since 4 is nonzero in the complex numbers.

The repair replaces the lemma with `(by norm_num : (4 : ℂ) ≠ 0)`. This states the type explicitly and has `norm_num` prove the numerical fact, so the term no longer calls on `four_ne_zero` and its instance argument. The rest of the proof is unchanged.

The repair, with which the file compiles:

```diff
@@ -40,5 +40,5 @@
     filter_upwards [self_mem_nhdsWithin] with w hw
     exact norm_pos_iff.2 (div_ne_zero (mul_ne_zero (mul_ne_zero
-      (mul_ne_zero four_ne_zero ha') hb') (detuning_ne_zero hw.1 hw.2)) hK)
+      (mul_ne_zero (by norm_num : (4 : ℂ) ≠ 0) ha') hb') (detuning_ne_zero hw.1 hw.2)) hK)
   refine (tendsto_inv_nhdsGT_zero.comp hg).congr fun w => ?_
   simp only [Function.comp_apply, spuriousResidue]
```
